# The jellium virial theorem for an attained, differentiable energy curve

The value of jellium's ground-state energy per electron at one density does not show how that energy divides into kinetic and potential parts; the virial relation obtains the division from the value and the slope of the energy curve. Using the kinetic energy of the non-interacting gas for the first part misses the kinetic contribution of correlation.

## Trial states at variable density

Let \(r\) be the radius of the sphere that holds one electron. When a state is stretched in proportion to \(r\), its non-relativistic kinetic energy scales as \(1/r^2\) and its Coulomb energy, background included, as \(1/r\). A trial state \(i\) therefore enters only through two real coefficients, \(T_i\) and \(V_i\). The Lean code adopts this scaling as a definition and does not derive it from a Hamiltonian. The labels \(i\) form an arbitrary type `ι`.

```lean
import Mathlib

open Set Topology

namespace JelliumVirial

noncomputable section

variable {ι : Type*}

/-- Energy per electron at density parameter `r` of a trial state with scaled kinetic
coefficient `T` and scaled potential coefficient `V`. -/
def trialEnergy (T V r : ℝ) : ℝ := T / r ^ 2 + V / r
```

The variational principle becomes a condition on the energy curve \(e\): at every \(r>0\), \(e(r)\) is at most the energy of each trial state.

```lean
/-- The energy curve `e` is at most the energy of every trial state at every positive density
parameter. -/
def IsVariational (T V : ι → ℝ) (e : ℝ → ℝ) : Prop :=
  ∀ r, 0 < r → ∀ i, e r ≤ trialEnergy (T i) (V i) r
```

The volume per electron is needed for the pressure.

```lean
/-- Volume of the sphere of radius `r` that holds one electron. -/
def cellVolume (r : ℝ) : ℝ := 4 / 3 * Real.pi * r ^ 3
```

State \(j\) attains the curve at \(r_0>0\) if \(e(r_0)=t+v\), where \(t=T_j/r_0^2\) and \(v=V_j/r_0\). Lean writes these quotients out. That a state attains the curve (`heq`) and that \(e\) is differentiable at \(r_0\) (`hd`) are assumptions. The first stands for the existence of a ground state, as in a finite sample of fixed shape and electron number. The limit of an infinite gas is not taken here.

## (a) Slope of one trial energy

Show that, for fixed \(T,V\) and \(r>0\),
\[
\frac{d}{dr}\left(\frac{T}{r^2}+\frac{V}{r}\right)=-\frac1r\left(\frac{2T}{r^2}+\frac Vr\right).
\]

The derivative is \(-2T/r^3-V/r^2\); take out \(-1/r\). Lean applies the quotient rule, and `field_simp; ring` rearranges the result.

```lean
/-- For `r > 0` the energy of a fixed scaled state has slope `-(2t + v) / r`, where `t = T / r²` is
its kinetic energy and `v = V / r` its potential energy. -/
theorem hasDerivAt_trialEnergy (T V : ℝ) {r : ℝ} (hr : 0 < r) :
    HasDerivAt (trialEnergy T V) (-(2 * (T / r ^ 2) + V / r) / r) r := by
  have hne : r ≠ 0 := hr.ne'
  have hp : HasDerivAt (fun x : ℝ => x ^ 2) (2 * r) r := by
    simpa using hasDerivAt_pow 2 r
  have h := ((hasDerivAt_const r T).fun_div hp (pow_ne_zero 2 hne)).fun_add
    ((hasDerivAt_const r V).fun_div (hasDerivAt_id' r) hne)
  have h2 : HasDerivAt (fun x : ℝ => T / x ^ 2 + V / x)
      (-(2 * (T / r ^ 2) + V / r) / r) r :=
    h.congr_deriv (by field_simp; ring)
  exact h2
```

## (b) Slope of the energy curve

Show that \(e'(r_0)=-(2t+v)/r_0\).

The gap \(g(r)=T_j/r^2+V_j/r-e(r)\) is non-negative for \(r>0\) and zero at \(r_0\). It has a local minimum there, so \(g'(r_0)=0\), and (a) gives the slope. In Lean, `hmin` is the local minimum and `h0` the vanishing derivative.

The same argument gives a Hellmann–Feynman formula: if \(E(\lambda)\le A_i+\lambda B_i\) for all \(i\) and all real \(\lambda\), with equality for \(j\) at \(\lambda_0\), and \(E\) is differentiable there, then \(E'(\lambda_0)=B_j\).

```lean
/-- Where state `j` attains the energy curve and the curve is differentiable, the curve has the
slope of the energy of state `j` at fixed scaled coefficients. -/
theorem deriv_eq_of_attained {T V : ι → ℝ} {e : ℝ → ℝ} (hvar : IsVariational T V e)
    {r₀ : ℝ} (hr₀ : 0 < r₀) {j : ι} (heq : e r₀ = trialEnergy (T j) (V j) r₀)
    (hd : DifferentiableAt ℝ e r₀) :
    deriv e r₀ = -(2 * (T j / r₀ ^ 2) + V j / r₀) / r₀ := by
  -- the gap between the trial energy and the curve is smallest, namely zero, at `r₀`
  have hev : ∀ᶠ r in 𝓝 r₀, trialEnergy (T j) (V j) r₀ - e r₀
      ≤ trialEnergy (T j) (V j) r - e r := by
    filter_upwards [Ioi_mem_nhds hr₀] with r hr
    have := hvar r hr j
    linarith
  have hmin : IsLocalMin (fun r => trialEnergy (T j) (V j) r - e r) r₀ := hev
  have h0 := hmin.hasDerivAt_eq_zero
    ((hasDerivAt_trialEnergy (T j) (V j) hr₀).fun_sub hd.hasDerivAt)
  linarith
```

## (c) Kinetic energy from the total energy

Show that
\[
2t+v=-r_0e'(r_0),\qquad t=-(re)'(r_0).
\]

Multiply (b) by \(-r_0\) for the first identity. For the second, the product rule gives
\[
(re)'(r_0)=e(r_0)+r_0e'(r_0)=(t+v)-(2t+v)=-t.
\]
Lean's `hm` is the product rule, and `linarith` does the subtraction. The variational condition `hvar` is assumed here, as in (b), (d)–(f) and (h), although the docstrings do not repeat it. A ground-state energy curve for jellium thus fixes the interacting kinetic energy wherever a state attains the curve and the curve is differentiable.

```lean
/-- Jellium virial theorem: if `e` is differentiable at `r₀`, and `t` and `v` are the kinetic and
potential energy of a state that attains `e` there, then `2t + v = -r₀ e'(r₀)` and `t = -(r
e)'(r₀)`. -/
theorem jellium_virial {T V : ι → ℝ} {e : ℝ → ℝ} (hvar : IsVariational T V e)
    {r₀ : ℝ} (hr₀ : 0 < r₀) {j : ι} (heq : e r₀ = trialEnergy (T j) (V j) r₀)
    (hd : DifferentiableAt ℝ e r₀) :
    2 * (T j / r₀ ^ 2) + V j / r₀ = -r₀ * deriv e r₀ ∧
      T j / r₀ ^ 2 = -deriv (fun r => r * e r) r₀ := by
  have hne : r₀ ≠ 0 := hr₀.ne'
  have h1 : 2 * (T j / r₀ ^ 2) + V j / r₀ = -r₀ * deriv e r₀ := by
    rw [deriv_eq_of_attained hvar hr₀ heq hd]
    field_simp
  refine ⟨h1, ?_⟩
  -- product rule, then subtract the total energy `t + v`
  have hm := ((hasDerivAt_id' r₀).fun_mul hd.hasDerivAt).deriv
  rw [hm]
  unfold trialEnergy at heq
  linarith
```

## (d) Pressure

Let \(\Omega=\tfrac43\pi r_0^3\), let \(\varepsilon\) be the energy per electron as a function of volume per electron, and let \(P=-\varepsilon'(\Omega)\). Show that \(3P\Omega=2t+v\).

With \(e(r)=\varepsilon(\tfrac43\pi r^3)\), the chain rule gives \(e'(r_0)=-4\pi r_0^2P\), so \(-r_0e'(r_0)=4\pi r_0^3P=3P\Omega\). Now use (c). The chain rule is `hP.comp` in Lean.

```lean
/-- Pressure form: if the energy per electron as a function of the volume per electron has slope
`-P` at a volume where a state attains it, then three times `P` times that volume equals `2t + v`,
with `t` and `v` the kinetic and potential energy of that state. -/
theorem pressure_virial {T V : ι → ℝ} {ε : ℝ → ℝ}
    (hvar : IsVariational T V (fun r => ε (cellVolume r)))
    {r₀ P : ℝ} (hr₀ : 0 < r₀) {j : ι}
    (heq : ε (cellVolume r₀) = trialEnergy (T j) (V j) r₀)
    (hP : HasDerivAt ε (-P) (cellVolume r₀)) :
    3 * P * cellVolume r₀ = 2 * (T j / r₀ ^ 2) + V j / r₀ := by
  have hp : HasDerivAt (fun x : ℝ => x ^ 3) (3 * r₀ ^ 2) r₀ := by
    simpa using hasDerivAt_pow 3 r₀
  have hv : HasDerivAt cellVolume (4 / 3 * Real.pi * (3 * r₀ ^ 2)) r₀ :=
    hp.const_mul (4 / 3 * Real.pi)
  have hc : HasDerivAt (fun r => ε (cellVolume r))
      (-P * (4 / 3 * Real.pi * (3 * r₀ ^ 2))) r₀ := hP.comp r₀ hv
  have h := (jellium_virial hvar hr₀ heq hc.differentiableAt).1
  rw [h, hc.deriv]
  unfold cellVolume
  ring
```

## (e) Stationary density

If \(e'(r_0)=0\), show that \(e(r_0)=-t=v/2\).

By (c), \(v=-2t\); insert this in \(e(r_0)=t+v\). The stationary point need not be a minimum.

```lean
/-- At a density where the energy curve is stationary and attained by state `j`, the energy equals
minus the kinetic energy of `j`, and it also equals half the potential energy of `j`. -/
theorem energy_at_stationary_density {T V : ι → ℝ} {e : ℝ → ℝ}
    (hvar : IsVariational T V e) {r₀ : ℝ} (hr₀ : 0 < r₀) {j : ι}
    (heq : e r₀ = trialEnergy (T j) (V j) r₀) (hs : HasDerivAt e 0 r₀) :
    e r₀ = -(T j / r₀ ^ 2) ∧ e r₀ = V j / r₀ / 2 := by
  have h := (jellium_virial hvar hr₀ heq hs.differentiableAt).1
  rw [hs.deriv, mul_zero] at h
  unfold trialEnergy at heq
  constructor <;> linarith
```

## (f) Two states at one density

If \(j\) and \(k\) both attain \(e\) at \(r_0\), where \(e\) is differentiable, show that \(T_j=T_k\) and \(V_j=V_k\).

By (c), both kinetic energies equal \(-(re)'(r_0)\). Subtracting them from \(e(r_0)\) shows that the potential energies agree, and multiplying by \(r_0^2\) and \(r_0\) gives the coefficients.

Differentiability matters. Take two states with \((T,V)=(1,0)\) and \((2,-1)\), and let \(e\) be the lower of their energies. Both attain \(e(1)=1\), but with different coefficients: the curve has a kink, with slope \(-2\) on the left and \(-3\) on the right.

```lean
/-- Two states that both attain the energy curve at a point where it is differentiable have
the same kinetic and the same potential coefficient. -/
theorem coefficients_unique {T V : ι → ℝ} {e : ℝ → ℝ} (hvar : IsVariational T V e)
    {r₀ : ℝ} (hr₀ : 0 < r₀) {j k : ι} (hj : e r₀ = trialEnergy (T j) (V j) r₀)
    (hk : e r₀ = trialEnergy (T k) (V k) r₀) (hd : DifferentiableAt ℝ e r₀) :
    T j = T k ∧ V j = V k := by
  have h1 := (jellium_virial hvar hr₀ hj hd).2
  have h2 := (jellium_virial hvar hr₀ hk hd).2
  have ht : T j / r₀ ^ 2 = T k / r₀ ^ 2 := h1.trans h2.symm
  unfold trialEnergy at hj hk
  have hv : V j / r₀ = V k / r₀ := by linarith
  exact ⟨(div_left_inj' (pow_ne_zero 2 hr₀.ne')).1 ht, (div_left_inj' hr₀.ne').1 hv⟩
```

## (g) Comparison by straight lines

For \(r>0\), show that
\[
\frac{T}{r^2}+\frac Vr\le\frac{T'}{r^2}+\frac{V'}r
\iff T+Vr\le T'+V'r.
\]

Multiply or divide by \(r^2>0\).

```lean
/-- At equal density parameter, trial energies are ordered as the linear functions
`T + V r`. -/
theorem trialEnergy_le_iff {T V T' V' r : ℝ} (hr : 0 < r) :
    trialEnergy T V r ≤ trialEnergy T' V' r ↔ T + V * r ≤ T' + V' * r := by
  have h : ∀ a b : ℝ, trialEnergy a b r = (a + b * r) / r ^ 2 := by
    intro a b
    have hne : r ≠ 0 := hr.ne'
    unfold trialEnergy
    field_simp
  rw [h, h, div_le_div_iff_of_pos_right (by positivity)]
```

## (h) Trend with density

Let \(j\) attain \(e\) at \(r_1\) and \(k\) at \(r_2\), with \(0<r_1<r_2\). Without assuming differentiability, show that \(V_k\le V_j\) and \(T_j\le T_k\).

Test each state at the other's density, using (g):
\[
T_j+V_jr_1\le T_k+V_kr_1,\qquad T_k+V_kr_2\le T_j+V_jr_2.
\]
Adding gives \((V_k-V_j)(r_2-r_1)\le0\), so \(V_k\le V_j\). The first inequality then gives \(T_j\le T_k+(V_k-V_j)r_1\le T_k\). In Lean the two tests are `a` and `b`.

```lean
/-- If state `j` attains the energy curve at `r₁` and state `k` at a larger `r₂`, then `k`
has no larger potential coefficient and no smaller kinetic coefficient than `j`. -/
theorem coefficients_monotone {T V : ι → ℝ} {e : ℝ → ℝ} (hvar : IsVariational T V e)
    {r₁ r₂ : ℝ} (h₁ : 0 < r₁) (h₁₂ : r₁ < r₂) {j k : ι}
    (hj : e r₁ = trialEnergy (T j) (V j) r₁) (hk : e r₂ = trialEnergy (T k) (V k) r₂) :
    V k ≤ V j ∧ T j ≤ T k := by
  -- at the density where a state attains the curve, its energy is at most that of the other
  have a := (trialEnergy_le_iff h₁).1 (hj ▸ hvar r₁ h₁ k)
  have b := (trialEnergy_le_iff (h₁.trans h₁₂)).1 (hk ▸ hvar r₂ (h₁.trans h₁₂) j)
  have hV : V k ≤ V j := by
    by_contra hcon
    have := mul_pos (sub_pos.2 (not_le.1 hcon)) (sub_pos.2 h₁₂)
    nlinarith
  exact ⟨hV, by nlinarith [mul_nonneg (sub_nonneg.2 hV) h₁.le]⟩
```

## (i) A family whose optimal state changes

For real \(p\), let \(T_p=1+p^2\) and \(V_p=-2p\). Show that \(e(r)=1/r^2-1\) satisfies the assumptions of (c) at every \(r_0>0\), with \(p=r_0\) as the attaining state.

Completing the square,
\[
\frac{1+p^2}{r^2}-\frac{2p}{r}=\frac1{r^2}-1+\left(\frac{p-r}{r}\right)^2 .
\]
The square is non-negative and vanishes at \(p=r\), and \(e\) is differentiable for \(r>0\). The identity is `key` in Lean. This is a toy family, not a model of the electron gas.

```lean
/-- The trial states labelled by real `p` with coefficients `1 + p²` and `-2p` lie on or above the
curve `1/r² - 1`, which is differentiable and attained at each `r₀ > 0` by `p = r₀`. -/
theorem jellium_virial_witness :
    IsVariational (fun p : ℝ => 1 + p ^ 2) (fun p => -2 * p) (fun r => 1 / r ^ 2 - 1) ∧
      ∀ r₀ : ℝ, 0 < r₀ →
        1 / r₀ ^ 2 - 1 = trialEnergy (1 + r₀ ^ 2) (-2 * r₀) r₀ ∧
        DifferentiableAt ℝ (fun r : ℝ => 1 / r ^ 2 - 1) r₀ := by
  -- the gap is a perfect square
  have key : ∀ r p : ℝ, 0 < r →
      trialEnergy (1 + p ^ 2) (-2 * p) r = 1 / r ^ 2 - 1 + ((p - r) / r) ^ 2 := by
    intro r p hr
    have hne : r ≠ 0 := hr.ne'
    unfold trialEnergy
    field_simp
    ring
  refine ⟨?_, ?_⟩
  · intro r hr p
    show 1 / r ^ 2 - 1 ≤ trialEnergy (1 + p ^ 2) (-2 * p) r
    rw [key r p hr]
    linarith [sq_nonneg ((p - r) / r)]
  · intro r₀ hr₀
    refine ⟨by rw [key r₀ r₀ hr₀]; simp, ?_⟩
    have hp : HasDerivAt (fun x : ℝ => x ^ 2) (2 * r₀) r₀ := by
      simpa using hasDerivAt_pow 2 r₀
    have h := (hasDerivAt_const r₀ (1 : ℝ)).fun_div hp (pow_ne_zero 2 hr₀.ne')
    exact (h.sub_const 1).differentiableAt

end

end JelliumVirial
```

```lean
#print axioms JelliumVirial.jellium_virial
-- 'JelliumVirial.jellium_virial' depends on axioms: [propext, Classical.choice, Quot.sound]
#print axioms JelliumVirial.pressure_virial
-- 'JelliumVirial.pressure_virial' depends on axioms: [propext, Classical.choice, Quot.sound]
#print axioms JelliumVirial.coefficients_unique
-- 'JelliumVirial.coefficients_unique' depends on axioms: [propext, Classical.choice, Quot.sound]
#print axioms JelliumVirial.coefficients_monotone
-- 'JelliumVirial.coefficients_monotone' depends on axioms: [propext, Classical.choice, Quot.sound]
```
